# The LYP correlation energy per electron of the unpolarized uniform gas stays finite at high density

Q: When I check a LYP routine, I feed it a uniform, unpolarized density with zero gradients and raise the density. The energy per electron should level off. At what value, and does the formal statement describe this same quantity?

A: It levels off at $-a(1+bC)$. With $n$ the density and $r=n^{-1/3}$, proportional to the Wigner-Seitz radius, the energy per electron is
$$e(r)=\frac{-a\,(1+bC\,e^{-cr})}{1+dr}.$$
Here $C$ is the Thomas-Fermi kinetic-energy coefficient, and $a,b,c,d$ are the fitted Colle-Salvetti parameters. In Lean, $e$ is `lypEnergy`, a function of real numbers.

```lean
import Mathlib

open Filter Topology Set

namespace LYPUniformGas

noncomputable section

/-- The LYP correlation energy per electron of the unpolarized uniform gas, as a function of
`r = n^(-1/3)`, on the domain `1 + d * r ≠ 0`. -/
def lypEnergy (a b C c d r : ℝ) : ℝ :=
  -a * (1 + b * C * Real.exp (-(c * r))) / (1 + d * r)
```

Q: You could have written that formula down to suit yourself. Where is the functional?

A: In a second definition, the closed-shell energy per volume with its original powers of $n$ and all gradient terms set to zero. This expression is taken as given, not derived from a wavefunction. Spin polarization and density gradients are not covered.

```lean
/-- The closed-shell LYP correlation energy per volume at a uniform density `n > 0`, where all
gradient terms are absent and `C * n^(5/3)` is the Thomas-Fermi kinetic energy density;
the domain also requires `1 + d * n^(-1/3) ≠ 0`. -/
def lypEnergyDensity (a b C c d n : ℝ) : ℝ :=
  -a / (1 + d * n ^ (-(1 / 3) : ℝ)) *
    (n + b * n ^ (-(2 / 3) : ℝ) * (C * n ^ (5 / 3 : ℝ)) *
      Real.exp (-(c * n ^ (-(1 / 3) : ℝ))))
```

Dividing by $n>0$ gives $e(n^{-1/3})$, because $n^{-2/3}n^{5/3}=n$. The proof establishes that identity as `h`, and `linear_combination` multiplies it by the remaining factors.

```lean
variable {a b C c d : ℝ}

/-- The LYP energy per volume of the uniform gas, divided by the density, is the energy per
electron at `r = n^(-1/3)`. -/
theorem energyDensity_div_density {n : ℝ} (hn : 0 < n) :
    lypEnergyDensity a b C c d n / n = lypEnergy a b C c d (n ^ (-(1 / 3) : ℝ)) := by
  -- the powers of the density combine to a single factor n
  have h : n ^ (-(2 / 3) : ℝ) * n ^ (5 / 3 : ℝ) = n := by
    rw [← Real.rpow_add hn]
    norm_num
  rw [div_eq_iff hn.ne']
  unfold lypEnergyDensity lypEnergy
  linear_combination (-a / (1 + d * n ^ (-(1 / 3) : ℝ)) * b * C *
    Real.exp (-(c * n ^ (-(1 / 3) : ℝ)))) * h
```

Q: Why is $e$ increasing? Numerator and denominator both vary.

A: They work together. Take $a,b,C,c,d>0$, here and below unless stated otherwise: $a$ makes correlation lower the energy, $b$ and $C$ give the kinetic term positive weight, and $c$ and $d$ set the lengths over which the exponential and the denominator act. Write $N(r)=1+bCe^{-cr}$ and $D(r)=1+dr$. For $0\le x<y$ we have $0<N(y)<N(x)$ and $0<D(x)<D(y)$, so
$$N(y)D(x)<N(x)D(y).$$
Dividing by $D(x)D(y)$ and multiplying by $-a$ gives $e(x)<e(y)$. In Lean the product inequality is `key`, and `div_lt_div_iff₀` clears the denominators.

```lean
/-- The LYP energy per electron of the uniform gas is strictly increasing in `r ≥ 0`. -/
theorem lypEnergy_strictMonoOn (ha : 0 < a) (hb : 0 < b) (hC : 0 < C) (hc : 0 < c)
    (hd : 0 < d) : StrictMonoOn (fun r => lypEnergy a b C c d r) (Ici 0) := by
  intro x hx y hy hxy
  have hx0 : 0 ≤ x := hx
  have hy0 : 0 ≤ y := hy
  have hDx : 0 < 1 + d * x := by positivity
  have hDy : 0 < 1 + d * y := by positivity
  have hD : 1 + d * x < 1 + d * y := by
    linarith [mul_lt_mul_of_pos_left hxy hd]
  have hE : Real.exp (-(c * y)) < Real.exp (-(c * x)) :=
    Real.exp_lt_exp.mpr (by linarith [mul_lt_mul_of_pos_left hxy hc])
  have hN : 1 + b * C * Real.exp (-(c * y)) < 1 + b * C * Real.exp (-(c * x)) := by
    linarith [mul_lt_mul_of_pos_left hE (mul_pos hb hC)]
  -- the numerator falls while the denominator grows
  have key := mul_lt_mul'' hN hD (by positivity) hDx.le
  change lypEnergy a b C c d x < lypEnergy a b C c d y
  unfold lypEnergy
  rw [div_lt_div_iff₀ hDx hDy]
  linarith [mul_lt_mul_of_pos_left key ha]
```

Q: And the range of values?

A: At large $r$ the exponential vanishes, so the numerator tends to $-a$.

```lean
/-- The numerator of the LYP energy per electron tends to `-a` in the dilute limit. -/
theorem numerator_tendsto (a b C : ℝ) (hc : 0 < c) :
    Tendsto (fun r : ℝ => -a * (1 + b * C * Real.exp (-(c * r)))) atTop (𝓝 (-a)) := by
  have h : Tendsto (fun r : ℝ => Real.exp (-(c * r))) atTop (𝓝 0) :=
    Real.tendsto_exp_neg_atTop_nhds_zero.comp (tendsto_id.const_mul_atTop hc)
  have h2 := ((h.const_mul (b * C)).const_add 1).const_mul (-a)
  simpa only [mul_zero, add_zero, mul_one] using h2
```

The denominator grows without bound, so $e(r)\to0$. Since $e(0)=-a(1+bC)$, monotonicity and negativity place every value in $[-a(1+bC),0)$. Conversely, given $y$ in that interval, choose $R\ge0$ with $e(R)>y$. As $e$ is continuous on $[0,R]$ and $e(0)\le y<e(R)$, the intermediate value theorem gives an $r$ with $e(r)=y$. The Lean proof takes these two inclusions in turn; `Ici 0` is $r\ge0$, and `Ico` is the interval closed on the left and open on the right.

```lean
/-- On `r ≥ 0` the LYP energy per electron of the uniform gas is strictly increasing, and its
values fill exactly the interval from `-a * (1 + b * C)`, included, to zero, excluded. -/
theorem lypEnergy_strictMonoOn_and_image (ha : 0 < a) (hb : 0 < b) (hC : 0 < C)
    (hc : 0 < c) (hd : 0 < d) :
    StrictMonoOn (fun r => lypEnergy a b C c d r) (Ici 0) ∧
      (fun r => lypEnergy a b C c d r) '' Ici 0 = Ico (-a * (1 + b * C)) 0 := by
  have hmono := lypEnergy_strictMonoOn ha hb hC hc hd
  have h0 : lypEnergy a b C c d 0 = -a * (1 + b * C) := by simp [lypEnergy]
  refine ⟨hmono, Subset.antisymm ?_ ?_⟩
  · rintro _ ⟨r, hr, rfl⟩
    have hr0 : 0 ≤ r := hr
    refine ⟨h0 ▸ hmono.monotoneOn self_mem_Ici hr hr0, ?_⟩
    exact div_neg_of_neg_of_pos
      (mul_neg_of_neg_of_pos (neg_lt_zero.mpr ha) (by positivity)) (by positivity)
  · intro y hy
    -- the energy vanishes at large r, so it exceeds y at some R
    have hlim : Tendsto (fun r => lypEnergy a b C c d r) atTop (𝓝 0) :=
      (numerator_tendsto a b C hc).div_atTop
        (tendsto_atTop_add_const_left atTop 1 (tendsto_id.const_mul_atTop hd))
    obtain ⟨R, hyR, hR⟩ :=
      ((hlim.eventually (lt_mem_nhds hy.2)).and (eventually_ge_atTop 0)).exists
    have hcont : ContinuousOn (fun r => lypEnergy a b C c d r) (Icc 0 R) := by
      unfold lypEnergy
      refine ContinuousOn.div (by fun_prop) (by fun_prop) ?_
      intro x hx
      have hx0 : 0 ≤ x := hx.1
      positivity
    -- the intermediate value theorem between 0 and R
    obtain ⟨r, hr, hry⟩ := intermediate_value_Icc hR hcont ⟨h0.le.trans hy.1, hyR.le⟩
    exact ⟨r, hr.1, hry⟩
```

Q: Give me numbers, and show me that positivity matters.

A: Set all five constants to 1, which keeps the arithmetic simple but is not the physical parameter set. Then $e(0)=-2$, $e(1/2)=-(1+e^{-1/2})/1.5\approx-1.071$ and $e(1)=-(1+e^{-1})/2\approx-0.684$. The last two belong to $n=8$ and $n=1$. Now set $d=0$ and keep the rest: $e(r)=-(1+e^{-r})$ still increases, but its values fill only $[-2,-1)$, and the energy no longer vanishes in the dilute limit.

Q: But $r=0$ is no density at all.

A: Correct: the lower endpoint is a limit, not the energy at any finite density. The next theorem therefore speaks of $n$ itself. If $0<m<n$, then $n^{-1/3}<m^{-1/3}$, so the energy per electron is lower at $n$. As $n\to\infty$, $r\to0$, and continuity of $e$ at zero gives the limit $-a(1+bC)$.

```lean
/-- As a function of the density, the LYP energy per electron of the uniform gas strictly
decreases, and it tends to the finite value `-a * (1 + b * C)` at infinite density. -/
theorem high_density_saturation (ha : 0 < a) (hb : 0 < b) (hC : 0 < C) (hc : 0 < c)
    (hd : 0 < d) :
    StrictAntiOn (fun n => lypEnergyDensity a b C c d n / n) (Ioi 0) ∧
      Tendsto (fun n => lypEnergyDensity a b C c d n / n) atTop
        (𝓝 (-a * (1 + b * C))) := by
  constructor
  · intro m hm n hn hmn
    have hm0 : 0 < m := hm
    have hn0 : 0 < n := hn
    change lypEnergyDensity a b C c d n / n < lypEnergyDensity a b C c d m / m
    rw [energyDensity_div_density hm0, energyDensity_div_density hn0]
    exact lypEnergy_strictMonoOn ha hb hC hc hd (Real.rpow_nonneg hn0.le _)
      (Real.rpow_nonneg hm0.le _) (Real.rpow_lt_rpow_of_neg hm0 hmn (by norm_num))
  · have hcont : ContinuousAt (fun r => lypEnergy a b C c d r) 0 := by
      unfold lypEnergy
      exact ContinuousAt.div (by fun_prop) (by fun_prop) (by simp)
    have h0 : lypEnergy a b C c d 0 = -a * (1 + b * C) := by simp [lypEnergy]
    have hr : Tendsto (fun n : ℝ => n ^ (-(1 / 3) : ℝ)) atTop (𝓝 0) :=
      tendsto_rpow_neg_atTop (by norm_num)
    rw [← h0]
    refine (hcont.tendsto.comp hr).congr' ?_
    filter_upwards [eventually_gt_atTop 0] with n hn
    exact (energyDensity_div_density hn).symm
```

Q: The exact correlation energy per electron of the uniform gas diverges logarithmically there. Is that proved here?

A: The logarithmic law $A\ln r+B$ with $A>0$ enters as a comparison function; it is not derived from the many-electron problem. Passing from $r$ to the Wigner-Seitz radius only changes $B$. For $r>0$,
$$e(r)-(A\ln r+B)\ \ge\ -a(1+bC)-B-A\ln r,$$
and the right side grows without bound as $r\to0^+$. It is at least any chosen $M$ once $r<\exp\big((-a(1+bC)-B-M)/A\big)$, which is the neighbourhood used in the proof. For the uniform gas at sufficiently high density, then, LYP underestimates the size of any such logarithmic correlation energy, and the shortfall grows without bound as $r\to0^+$.

```lean
/-- The LYP energy per electron lies above any logarithmic law `A * log r + B` with `A > 0` by
an amount that grows without bound as `r` tends to zero from above. -/
theorem departure_from_logarithm (ha : 0 < a) (hb : 0 < b) (hC : 0 < C) (hc : 0 < c)
    (hd : 0 < d) {A : ℝ} (hA : 0 < A) (B : ℝ) :
    Tendsto (fun r => lypEnergy a b C c d r - (A * Real.log r + B)) (𝓝[>] 0) atTop := by
  rw [tendsto_atTop]
  intro M
  filter_upwards [Ioo_mem_nhdsGT
    (Real.exp_pos ((-a * (1 + b * C) - B - M) / A))] with r hr
  have hlog := (Real.log_le_iff_le_exp hr.1).mpr hr.2.le
  rw [le_div_iff₀ hA] at hlog
  -- the LYP energy stays above its value at r = 0
  have hmem : lypEnergy a b C c d r ∈ Ico (-a * (1 + b * C)) 0 := by
    rw [← (lypEnergy_strictMonoOn_and_image ha hb hC hc hd).2]
    exact ⟨r, hr.1.le, rfl⟩
  linarith [hmem.1]
```

Q: And the dilute end?

A: For $r>0$, dividing numerator and denominator by $r$ gives
$$r\,e(r)=\frac{-a(1+bCe^{-cr})}{1/r+d}\longrightarrow-\frac ad .$$
The energy per electron therefore decays as $-a/(dr)$. Lean makes the same rewriting and takes the quotient of the two limits; the theorem assumes $c,d>0$ and nothing about the signs of $a$, $b$ and $C$.

```lean
/-- In the dilute limit `r` times the LYP energy per electron tends to `-a / d`. -/
theorem low_density_tail (a b C : ℝ) (hc : 0 < c) (hd : 0 < d) :
    Tendsto (fun r => r * lypEnergy a b C c d r) atTop (𝓝 (-a / d)) := by
  have hden : Tendsto (fun r : ℝ => r⁻¹ + d) atTop (𝓝 d) := by
    simpa only [zero_add] using (tendsto_inv_atTop_zero (𝕜 := ℝ)).add_const d
  refine ((numerator_tendsto a b C hc).div hden hd.ne').congr' ?_
  filter_upwards [eventually_gt_atTop 0] with r hr
  have h : 1 + d * r = r * (r⁻¹ + d) := by
    rw [mul_add, mul_inv_cancel₀ hr.ne', mul_comm r d]
  simp only [Pi.div_apply, lypEnergy]
  rw [h, ← mul_div_assoc, mul_div_mul_left _ _ hr.ne']

end

end LYPUniformGas
```

```lean
#print axioms LYPUniformGas.high_density_saturation
-- 'LYPUniformGas.high_density_saturation' depends on axioms: [propext, Classical.choice, Quot.sound]
#print axioms LYPUniformGas.departure_from_logarithm
-- 'LYPUniformGas.departure_from_logarithm' depends on axioms: [propext, Classical.choice, Quot.sound]
#print axioms LYPUniformGas.low_density_tail
-- 'LYPUniformGas.low_density_tail' depends on axioms: [propext, Classical.choice, Quot.sound]
```
